# Every Krylov space of a real positive definite linear system contains a minimiser of the energy-norm error

Let `A` be a real positive definite matrix of finite size and `b` any real vector. The theorem `exists_cg` says that for every `k` the span of `b`, `A b`, …, `A^(k-1) b` contains a vector `x` whose error as a solution of `A x = b`, measured in the energy norm of `A`, is least among all vectors of that space. In physical terms, `x` minimises the quadratic energy ½ x·Ax − b·x over the space, since the squared error is twice the excess of this energy over its unrestricted minimum. The proof restricts the form v·Aw to the Krylov space, where positivity makes the map to the dual space injective and equality of finite dimensions makes it surjective. This gives an `x` whose residual b − Ax is orthogonal to the whole space, and `energyErrorSq_shift` should then show that moving from `x` to any other vector of the space cannot lower the error.

The failing Lean file:

```lean
import Mathlib

open Matrix

namespace ExistsCg

noncomputable section

variable {n : Type*} [Fintype n] [DecidableEq n]

/-- The Krylov space spanned by `b, A b, ..., A^(k-1) b`. -/
def krylov (A : Matrix n n ℝ) (b : n → ℝ) (k : ℕ) : Submodule ℝ (n → ℝ) :=
  Submodule.span ℝ (Set.range fun i : Fin k => (A ^ (i : ℕ)) *ᵥ b)

/-- The squared energy-norm error of `x` as a solution of `A x = b`, for positive definite `A`. -/
def energyErrorSq (A : Matrix n n ℝ) (b x : n → ℝ) : ℝ :=
  (A⁻¹ *ᵥ b - x) ⬝ᵥ A *ᵥ (A⁻¹ *ᵥ b - x)

/-- For positive definite `A`, `x` is a conjugate gradient iterate: it minimizes the energy-norm
error over the `k`-th Krylov space. -/
def IsCG (A : Matrix n n ℝ) (b : n → ℝ) (k : ℕ) (x : n → ℝ) : Prop :=
  x ∈ krylov A b k ∧ ∀ v ∈ krylov A b k, energyErrorSq A b x ≤ energyErrorSq A b v

variable {A : Matrix n n ℝ} {b : n → ℝ} {k : ℕ} {x y : n → ℝ}

/-- A positive definite `A` gives a symmetric form `v · A w`, positive on nonzero vectors,
and `A⁻¹ b` solves the linear system. -/
theorem posDef_form (hA : A.PosDef) :
    (∀ v w : n → ℝ, v ⬝ᵥ A *ᵥ w = w ⬝ᵥ A *ᵥ v) ∧
    (∀ v : n → ℝ, v ≠ 0 → 0 < v ⬝ᵥ A *ᵥ v) ∧
    (∀ c : n → ℝ, A *ᵥ (A⁻¹ *ᵥ c) = c) := by
  refine ⟨fun v w => ?_, fun v hv => ?_, fun c => ?_⟩
  · have hT : Aᵀ = A := by
      simpa only [Matrix.conjTranspose_eq_transpose_of_trivial] using hA.isHermitian.eq
    rw [Matrix.dotProduct_mulVec, ← Matrix.mulVec_transpose, hT, dotProduct_comm]
  · simpa only [star_trivial] using hA.dotProduct_mulVec_pos hv
  · rw [Matrix.mulVec_mulVec, Matrix.mul_nonsing_inv _ hA.det_pos.ne'.isUnit,
      Matrix.one_mulVec]

/-- For positive definite `A`, the squared energy-norm error changes quadratically when the
approximation `x` is shifted by `v`. -/
theorem energyErrorSq_shift (hA : A.PosDef) (b x v : n → ℝ) :
    energyErrorSq A b (x + v) =
      energyErrorSq A b x - 2 * (v ⬝ᵥ (b - A *ᵥ x)) + v ⬝ᵥ A *ᵥ v := by
  obtain ⟨hsym, -, hsol⟩ := posDef_form hA
  have h1 := hsym (A⁻¹ *ᵥ b) x
  have h2 := hsym (A⁻¹ *ᵥ b) v
  have h3 := hsym x v
  rw [hsol] at h1 h2
  simp only [energyErrorSq, Matrix.mulVec_sub, Matrix.mulVec_add, hsol, dotProduct_sub,
    dotProduct_add, sub_dotProduct, add_dotProduct]
  linarith

/-- For positive definite `A`, a conjugate gradient iterate exists in every Krylov space. -/
theorem exists_cg (hA : A.PosDef) (b : n → ℝ) (k : ℕ) : ∃ x, IsCG A b k x := by
  let T : krylov A b k →ₗ[ℝ] Module.Dual ℝ (krylov A b k) :=
    LinearMap.mk₂ ℝ (fun v w => (w : n → ℝ) ⬝ᵥ A *ᵥ (v : n → ℝ))
      (by intros; simp [Matrix.mulVec_add, dotProduct_add])
      (by intros; simp [Matrix.mulVec_smul, dotProduct_smul])
      (by intros; simp [add_dotProduct])
      (by intros; simp [smul_dotProduct])
  let g : Module.Dual ℝ (krylov A b k) :=
    { toFun := fun w => (w : n → ℝ) ⬝ᵥ b
      map_add' := by intros; simp [add_dotProduct]
      map_smul' := by intros; simp [smul_dotProduct] }
  -- positivity makes the projected system injective, hence solvable
  have hinj : Function.Injective T := by
    refine (injective_iff_map_eq_zero T).2 fun v hv => ?_
    by_contra hne
    have h0 : (v : n → ℝ) ⬝ᵥ A *ᵥ (v : n → ℝ) = 0 := LinearMap.congr_fun hv v
    exact ((posDef_form hA).2.1 v (fun h => hne (Subtype.ext h))).ne' h0
  obtain ⟨x, hx⟩ := (LinearMap.injective_iff_surjective_of_finrank_eq_finrank
    (Subspace.dual_finrank_eq).symm).1 hinj g
  refine ⟨x, x.2, fun v hv => ?_⟩
  have h0 : (v - x) ⬝ᵥ A *ᵥ (x : n → ℝ) = (v - x) ⬝ᵥ b :=
    LinearMap.congr_fun hx ⟨v - x, sub_mem hv x.2⟩
  have e := energyErrorSq_shift hA b x (v - x)
  have hp : 0 ≤ (v - x) ⬝ᵥ A *ᵥ (v - x) := by
    simpa only [star_trivial] using hA.posSemidef.dotProduct_mulVec_nonneg (v - x)
  rw [add_sub_cancel, dotProduct_sub, h0] at e
  linarith

end

end ExistsCg
```

Compiling this gives:

```
Main.lean:75:13: error(lean.synthInstanceFailed): failed to synthesize instance of type class
  HSub (n → ℝ) ↥(krylov A b k) ?m.222

Hint: Type class instance resolution failures can be inspected with the `set_option trace.Meta.synthInstance true` command.
Main.lean:75:43: error(lean.synthInstanceFailed): failed to synthesize instance of type class
  HSub (n → ℝ) ↥(krylov A b k) ?m.237

Hint: Type class instance resolution failures can be inspected with the `set_option trace.Meta.synthInstance true` command.
Main.lean:78:17: error(lean.synthInstanceFailed): failed to synthesize instance of type class
  HSub (n → ℝ) ↥(krylov A b k) ?m.294

Hint: Type class instance resolution failures can be inspected with the `set_option trace.Meta.synthInstance true` command.
```

Cause. All three messages say that Lean found no way to subtract an element of `↥(krylov A b k)` from a vector of type `n → ℝ`. The `x` obtained from surjectivity is an element of the subspace, that is, a vector bundled with a proof of membership, while `v` is a bare vector. Lean can turn `x` into its underlying vector, but did not do so in the three places reported, where `v - x` is the left argument of `⬝ᵥ`. That position does not by itself fix the type of the difference. In `energyErrorSq_shift hA b x (v - x)`, where the lemma demands an `n → ℝ`, no error is reported.

The repair takes the bundle apart at once with `⟨⟨x, hxK⟩, hx⟩`. Now `x` is itself of type `n → ℝ`, so `v - x` is ordinary subtraction of vectors, and `hxK` is the proof that `x` lies in the Krylov space. It replaces `x.2`, which no longer serves once `x` is a bare vector. Dropping the type annotation in `(x : n → ℝ)` is mere tidying.

The change, after which it compiles:

```diff
@@ -70,9 +70,9 @@
     have h0 : (v : n → ℝ) ⬝ᵥ A *ᵥ (v : n → ℝ) = 0 := LinearMap.congr_fun hv v
     exact ((posDef_form hA).2.1 v (fun h => hne (Subtype.ext h))).ne' h0
-  obtain ⟨x, hx⟩ := (LinearMap.injective_iff_surjective_of_finrank_eq_finrank
+  obtain ⟨⟨x, hxK⟩, hx⟩ := (LinearMap.injective_iff_surjective_of_finrank_eq_finrank
     (Subspace.dual_finrank_eq).symm).1 hinj g
-  refine ⟨x, x.2, fun v hv => ?_⟩
-  have h0 : (v - x) ⬝ᵥ A *ᵥ (x : n → ℝ) = (v - x) ⬝ᵥ b :=
-    LinearMap.congr_fun hx ⟨v - x, sub_mem hv x.2⟩
+  refine ⟨x, hxK, fun v hv => ?_⟩
+  have h0 : (v - x) ⬝ᵥ A *ᵥ x = (v - x) ⬝ᵥ b :=
+    LinearMap.congr_fun hx ⟨v - x, sub_mem hv hxK⟩
   have e := energyErrorSq_shift hA b x (v - x)
   have hp : 0 ≤ (v - x) ⬝ᵥ A *ᵥ (v - x) := by
```
